# Bounds on a PAW force constant with frozen one-centre strengths, for a positive semidefinite kernel

In the projector augmented-wave (PAW) method, let the one-centre strengths be the derivatives of the one-centre energy with respect to the one-centre occupancies. Let $A$ be the real, positive definite stiffness of the wavefunction response when these strengths are frozen while the smooth potential still responds. A matrix $P$ maps a response $y$ to first-order one-centre occupancies $Py$. Their interaction kernel $K$, the second derivative of the one-centre energy, is taken to be positive semidefinite. With responding strengths the stiffness is $H=A+P^TKP$. As a simplification, suppose that the displacement changes the occupancies only through the response, and not directly through the moving projectors. For a perturbation vector $b$ and a constant $c$, the two force constants are then
$$F=c-b^TH^{-1}b,\qquad F_0=c-b^TA^{-1}b.$$

I believe that freezing the strengths can only lower the force constant, and by no more than the one-centre energy of the frozen response:
$$0\le F-F_0\le\rho_1^TK\rho_1,\qquad \rho_1=PA^{-1}b.$$
Can this be proved in full and checked in Lean? And when is the frozen result exact?

## Two trial responses give the two bounds

Yes, and the frozen result is exact precisely when $\rho_1^TK\rho_1=0$. Write $x=H^{-1}b$ and $x_0=A^{-1}b$ for the two responses. The inverse of $H$ exists because, for $y\ne0$,
$$y^THy=y^TAy+(Py)^TK(Py)>0.$$

Define the second-order energy of a trial response as $E_H(y)=c-2b^Ty+y^THy$. Since $Hx=b$ and $H$ is symmetric,
$$(y-x)^TH(y-x)=y^THy-2b^Ty+b^Tx,$$
and therefore
$$E_H(y)=F+(y-x)^TH(y-x).$$
In the same way, $E_A(y)=F_0+(y-x_0)^TA(y-x_0)$. The definition of $H$ also gives $E_H(y)=E_A(y)+(Py)^TK(Py)$.

Setting $y=x$ yields
$$F-F_0=(x-x_0)^TA(x-x_0)+(Px)^TK(Px)\ge0.$$
Setting $y=x_0$ yields
$$\rho_1^TK\rho_1-(F-F_0)=(x_0-x)^TH(x_0-x)\ge0.$$

If $x=x_0$, then $F=F_0$, and the last identity forces $\rho_1^TK\rho_1=0$. So if $\rho_1^TK\rho_1>0$, the responses differ and both bounds are strict. If it is zero, the bounds force $F=F_0$.

## What the Lean statements say about the model

The finite types `n` and `m` label response coordinates and one-centre occupancies. `stiffness A K P` is $H$, `response` applies the inverse stiffness to $b$, and `oneCentreEnergy K ρ` is $\rho^TK\rho$. The second-order energies here are second derivatives with respect to the displacement, like the force constants, so they carry no factor $1/2$. The sign of $b$ is fixed by $Hx=b$.

`forceConstant_shift_bounds` states the two inequalities, `forceConstant_shift_strict` their strict form, and `forceConstant_eq_iff` the criterion for exactness. Nothing is assumed about `P`, `b` or `c`.

The hypothesis `A.PosDef` includes symmetry and means that the frozen system is stable against every response. `K.PosSemidef` means that no first-order change of occupancies lowers the one-centre energy at second order. Both are assumed, not derived from a functional. The second is not guaranteed: the PAW one-centre energy is an all-electron term minus its pseudo counterpart, so even its Hartree part need not be positive.

The model is real and finite-dimensional, with one displacement pattern. It uses the same $b$ and $c$ in both force constants, so it leaves out occupancy changes caused directly by the displacement, which would bring $K$ into $b$ and $c$. Such changes are generally present when an atom is displaced, because its PAW projectors move with it.

```lean
import Mathlib

open Matrix

namespace PAWForceConstants

noncomputable section

variable {n m : Type*} [Fintype n] [DecidableEq n] [Fintype m]

/-- The stiffness `A + Pᵀ K P` of the wavefunction response when the one-centre strengths
respond: `P` maps a response to one-centre occupancies and `K` is their interaction kernel. -/
def stiffness (A : Matrix n n ℝ) (K : Matrix m m ℝ) (P : Matrix m n ℝ) : Matrix n n ℝ :=
  A + Pᵀ * K * P

/-- The first-order response `H⁻¹ b` to the perturbation `b`, for an invertible stiffness `H`. -/
def response (H : Matrix n n ℝ) (b : n → ℝ) : n → ℝ := H⁻¹ *ᵥ b

/-- The force constant `c - bᵀ H⁻¹ b`, for an invertible stiffness `H`. -/
def forceConstant (H : Matrix n n ℝ) (b : n → ℝ) (c : ℝ) : ℝ := c - b ⬝ᵥ response H b

/-- The second-order energy `c - 2 b·y + y·H y` of a trial response `y`. -/
def trialEnergy (H : Matrix n n ℝ) (b : n → ℝ) (c : ℝ) (y : n → ℝ) : ℝ :=
  c - 2 * (b ⬝ᵥ y) + y ⬝ᵥ H *ᵥ y

/-- The one-centre interaction energy `ρ·K ρ` of first-order occupancies `ρ`. -/
def oneCentreEnergy (K : Matrix m m ℝ) (ρ : m → ℝ) : ℝ := ρ ⬝ᵥ K *ᵥ ρ

omit [DecidableEq n] in
/-- With `A` positive definite and `K` positive semidefinite, the stiffness with responding
one-centre strengths is positive definite. -/
theorem stiffness_posDef {A : Matrix n n ℝ} {K : Matrix m m ℝ} (hA : A.PosDef)
    (hK : K.PosSemidef) (P : Matrix m n ℝ) : (stiffness A K P).PosDef := by
  have h := hK.conjTranspose_mul_mul_same P
  rw [Matrix.conjTranspose_eq_transpose_of_trivial] at h
  exact hA.add_posSemidef h

/-- For a positive definite stiffness, the second-order energy of a trial response exceeds the
force constant by the quadratic form of the stiffness in the error of the response. -/
theorem trialEnergy_eq {H : Matrix n n ℝ} (hH : H.PosDef) (b : n → ℝ) (c : ℝ) (y : n → ℝ) :
    trialEnergy H b c y = forceConstant H b c
      + (y - response H b) ⬝ᵥ H *ᵥ (y - response H b) := by
  -- the response solves the linear (Sternheimer-type) equation
  have hx : H *ᵥ response H b = b := by
    rw [response, Matrix.mulVec_mulVec, Matrix.mul_nonsing_inv _ hH.det_pos.ne'.isUnit,
      Matrix.one_mulVec]
  have hT : Hᵀ = H := by
    rw [← Matrix.conjTranspose_eq_transpose_of_trivial]
    exact hH.isHermitian
  -- symmetry of the stiffness
  have hs : response H b ⬝ᵥ H *ᵥ y = y ⬝ᵥ b := by
    rw [Matrix.dotProduct_mulVec, ← Matrix.mulVec_transpose, hT, dotProduct_comm, hx]
  simp only [trialEnergy, forceConstant, Matrix.mulVec_sub, dotProduct_sub, sub_dotProduct,
    hs, hx]
  linarith [dotProduct_comm b y, dotProduct_comm b (response H b)]

omit [DecidableEq n] in
/-- Letting the one-centre strengths respond adds the one-centre interaction energy of `P y`
to the second-order energy of a trial response `y`. -/
theorem trialEnergy_stiffness (A : Matrix n n ℝ) (K : Matrix m m ℝ) (P : Matrix m n ℝ)
    (b : n → ℝ) (c : ℝ) (y : n → ℝ) :
    trialEnergy (stiffness A K P) b c y
      = trialEnergy A b c y + oneCentreEnergy K (P *ᵥ y) := by
  have h : y ⬝ᵥ (Pᵀ * K * P) *ᵥ y = (P *ᵥ y) ⬝ᵥ K *ᵥ (P *ᵥ y) := by
    rw [← Matrix.mulVec_mulVec, ← Matrix.mulVec_mulVec, Matrix.dotProduct_mulVec y Pᵀ,
      Matrix.vecMul_transpose]
  simp only [trialEnergy, stiffness, oneCentreEnergy, Matrix.add_mulVec, dotProduct_add, h]
  ring

/-- For `A` positive definite and `K` positive semidefinite, the shift of the force constant is
the `A`-energy of the change in response plus the one-centre energy of the full response. -/
theorem shift_eq {A : Matrix n n ℝ} {K : Matrix m m ℝ} (hA : A.PosDef) (hK : K.PosSemidef)
    (P : Matrix m n ℝ) (b : n → ℝ) (c : ℝ) :
    forceConstant (stiffness A K P) b c - forceConstant A b c
      = (response (stiffness A K P) b - response A b) ⬝ᵥ
          A *ᵥ (response (stiffness A K P) b - response A b)
        + oneCentreEnergy K (P *ᵥ response (stiffness A K P) b) := by
  -- insert the responding solution into both second-order energies
  have h1 := trialEnergy_eq (stiffness_posDef hA hK P) b c (response (stiffness A K P) b)
  rw [sub_self, zero_dotProduct, add_zero] at h1
  have h2 := trialEnergy_stiffness A K P b c (response (stiffness A K P) b)
  have h3 := trialEnergy_eq hA b c (response (stiffness A K P) b)
  linarith

/-- For `A` positive definite and `K` positive semidefinite, the one-centre energy of the frozen
response overestimates the shift of the force constant by a quadratic form in the change of
response. -/
theorem frozen_estimate_error {A : Matrix n n ℝ} {K : Matrix m m ℝ} (hA : A.PosDef)
    (hK : K.PosSemidef) (P : Matrix m n ℝ) (b : n → ℝ) (c : ℝ) :
    oneCentreEnergy K (P *ᵥ response A b)
        - (forceConstant (stiffness A K P) b c - forceConstant A b c)
      = (response A b - response (stiffness A K P) b) ⬝ᵥ
          stiffness A K P *ᵥ (response A b - response (stiffness A K P) b) := by
  -- insert the frozen solution into both second-order energies
  have h1 := trialEnergy_eq hA b c (response A b)
  rw [sub_self, zero_dotProduct, add_zero] at h1
  have h2 := trialEnergy_stiffness A K P b c (response A b)
  have h3 := trialEnergy_eq (stiffness_posDef hA hK P) b c (response A b)
  linarith

/-- For `A` positive definite and `K` positive semidefinite, responding one-centre strengths
raise the force constant by at least zero and at most the one-centre energy `ρ₁·K ρ₁` of the
frozen response, `ρ₁ = P A⁻¹ b`. -/
theorem forceConstant_shift_bounds {A : Matrix n n ℝ} {K : Matrix m m ℝ} (hA : A.PosDef)
    (hK : K.PosSemidef) (P : Matrix m n ℝ) (b : n → ℝ) (c : ℝ) :
    0 ≤ forceConstant (stiffness A K P) b c - forceConstant A b c ∧
    forceConstant (stiffness A K P) b c - forceConstant A b c
      ≤ oneCentreEnergy K (P *ᵥ response A b) := by
  have h1 := hA.posSemidef.dotProduct_mulVec_nonneg
    (response (stiffness A K P) b - response A b)
  have h2 := hK.dotProduct_mulVec_nonneg (P *ᵥ response (stiffness A K P) b)
  have h3 := (stiffness_posDef hA hK P).posSemidef.dotProduct_mulVec_nonneg
    (response A b - response (stiffness A K P) b)
  rw [star_trivial] at h1 h2 h3
  constructor
  · rw [shift_eq hA hK P b c]
    exact add_nonneg h1 h2
  · linarith [frozen_estimate_error hA hK P b c]

/-- For `A` positive definite and `K` positive semidefinite, both bounds are strict as soon as
the one-centre energy of the frozen response is positive. -/
theorem forceConstant_shift_strict {A : Matrix n n ℝ} {K : Matrix m m ℝ} (hA : A.PosDef)
    (hK : K.PosSemidef) (P : Matrix m n ℝ) (b : n → ℝ) (c : ℝ)
    (hρ : 0 < oneCentreEnergy K (P *ᵥ response A b)) :
    0 < forceConstant (stiffness A K P) b c - forceConstant A b c ∧
    forceConstant (stiffness A K P) b c - forceConstant A b c
      < oneCentreEnergy K (P *ᵥ response A b) := by
  have herr := frozen_estimate_error hA hK P b c
  -- equal responses would give equal force constants and hence no one-centre energy
  have hne : response A b ≠ response (stiffness A K P) b := by
    intro h
    have hF : forceConstant (stiffness A K P) b c = forceConstant A b c := by
      rw [forceConstant, forceConstant, h]
    rw [hF, ← h, sub_self, sub_self, zero_dotProduct] at herr
    linarith
  have h1 := hA.dotProduct_mulVec_pos (sub_ne_zero.mpr hne.symm)
  have h2 := hK.dotProduct_mulVec_nonneg (P *ᵥ response (stiffness A K P) b)
  have h3 := (stiffness_posDef hA hK P).dotProduct_mulVec_pos (sub_ne_zero.mpr hne)
  rw [star_trivial] at h1 h2 h3
  constructor
  · rw [shift_eq hA hK P b c]
    exact add_pos_of_pos_of_nonneg h1 h2
  · linarith

/-- For `A` positive definite and `K` positive semidefinite, freezing the one-centre strengths
leaves the force constant exact if and only if the frozen response has zero one-centre energy. -/
theorem forceConstant_eq_iff {A : Matrix n n ℝ} {K : Matrix m m ℝ} (hA : A.PosDef)
    (hK : K.PosSemidef) (P : Matrix m n ℝ) (b : n → ℝ) (c : ℝ) :
    forceConstant (stiffness A K P) b c = forceConstant A b c ↔
      oneCentreEnergy K (P *ᵥ response A b) = 0 := by
  obtain ⟨hlo, hhi⟩ := forceConstant_shift_bounds hA hK P b c
  constructor
  · intro h
    by_contra hne
    have hpos := lt_of_le_of_ne (hlo.trans hhi) (Ne.symm hne)
    linarith [(forceConstant_shift_strict hA hK P b c hpos).1]
  · intro h
    linarith

end

end PAWForceConstants
```

```lean
#print axioms PAWForceConstants.forceConstant_shift_bounds
-- 'PAWForceConstants.forceConstant_shift_bounds' depends on axioms: [propext, Classical.choice, Quot.sound]
#print axioms PAWForceConstants.forceConstant_eq_iff
-- 'PAWForceConstants.forceConstant_eq_iff' depends on axioms: [propext, Classical.choice, Quot.sound]
```

## From the square to the strict bounds

`stiffness_posDef` adds the positive semidefinite matrix $P^TKP$ to $A$. In `trialEnergy_eq`, `hx` is the equation $Hx=b$ and `hs` uses the symmetry of $H$; expanding the square then leaves linear arithmetic. `trialEnergy_stiffness` moves $P^T$ across the dot product to separate the one-centre term.

`shift_eq` and `frozen_estimate_error` insert $x$ and $x_0$ respectively, and `linarith` combines the energy identities. The bounds follow from nonnegative quadratic forms. For strictness, `hne` shows that the responses differ, which makes the forms of $A$ and $H$ positive.

## The bound in a response calculation

A PAW implementation of density-functional perturbation theory typically solves the linear equation iteratively and rebuilds the first-order one-centre strengths, here $KPy$, together with the smooth potential during the self-consistency cycle. Leaving out only the update of these strengths gives $x_0$. Within this quadratic model, contracting $\rho_1=Px_0$ with $K$ then bounds the resulting error in the force constant without a second linear solve.

## A negative kernel breaks the lower bound

Take $1\times1$ matrices with $A=P=b=1$ and $K=-\tfrac12$. Then $H=\tfrac12$ is still positive, but $F=c-2$ and $F_0=c-1$, so $F-F_0=-1$. Responding strengths now soften the force constant.
